# Energies of F, A, C and G order determine the three Ising couplings of a perovskite model

The magnetic ions of a perovskite can order ferromagnetically (F), in ferromagnetic planes of alternating sign (A), in ferromagnetic chains of alternating sign (C), or with every nearest-neighbour pair antiparallel (G), and a total-energy calculation for each order raises the question of which exchange couplings the four numbers imply. The file below answers it for an Ising model on a periodic lattice of even period, with one coupling in the xy plane, one along z and one on the xz and yz face diagonals.

```lean
import Mathlib

namespace PerovskiteEnergyMapping

noncomputable section

/-- For `m ≥ 1`, the sites of a periodic simple cubic lattice with an even number `2 * m` of sites
along each axis. -/
abbrev Site (m : ℕ) := ZMod (2 * m) × ZMod (2 * m) × ZMod (2 * m)

/-- The four collinear orders: F (ferromagnetic), A (alternating along z),
C (alternating along x and y), G (alternating along all three axes). -/
inductive MagneticOrder
  | F | A | C | G
  deriving DecidableEq

/-- Parameters of the Ising model: a spin-independent energy `E0` per site, the coupling
`Jab` along x and y, `Jc` along z, and `J'` on the xz and yz face diagonals. -/
@[ext]
structure Couplings where
  E0 : ℝ
  Jab : ℝ
  Jc : ℝ
  J' : ℝ

variable {m : ℕ}

/-- The alternating sign along one axis: `1` on even and `-1` on odd coordinates. -/
def stagger (x : ZMod (2 * m)) : ℤ :=
  if ZMod.castHom (dvd_mul_right 2 m) (ZMod 2) x = 0 then 1 else -1

/-- The spin at each site in a given magnetic order. -/
def spin : MagneticOrder → Site m → ℤ
  | .F, _ => 1
  | .A, r => stagger r.2.2
  | .C, r => stagger r.1 * stagger r.2.1
  | .G, r => stagger r.1 * stagger r.2.1 * stagger r.2.2

/-- The alternating sign of a sum of coordinates is the product of the signs. -/
theorem stagger_add (x y : ZMod (2 * m)) :
    stagger (x + y) = stagger x * stagger y := by
  have h : ∀ p q : ZMod 2, (if p + q = 0 then (1 : ℤ) else -1) =
      (if p = 0 then 1 else -1) * (if q = 0 then 1 else -1) := by decide
  unfold stagger
  rw [map_add]
  exact h _ _

private theorem stagger_zero : stagger (0 : ZMod (2 * m)) = 1 := by
  unfold stagger
  rw [map_zero]
  decide

private theorem stagger_one : stagger (1 : ZMod (2 * m)) = -1 := by
  unfold stagger
  rw [map_one]
  decide

private theorem stagger_neg (x : ZMod (2 * m)) : stagger (-x) = stagger x := by
  have h : ∀ p : ZMod 2, (if -p = 0 then (1 : ℤ) else -1) =
      (if p = 0 then 1 else -1) := by decide
  unfold stagger
  rw [map_neg]
  exact h _

private theorem stagger_eq (x : ZMod (2 * m)) : stagger x = 1 ∨ stagger x = -1 := by
  unfold stagger
  split_ifs
  · exact Or.inl rfl
  · exact Or.inr rfl

/-- Translating an ordered pattern by `d` multiplies every spin by the pattern's
value at `d`. -/
theorem spin_add (o : MagneticOrder) (r d : Site m) :
    spin o (r + d) = spin o r * spin o d := by
  cases o <;> simp only [spin, Prod.fst_add, Prod.snd_add, stagger_add] <;> ring

/-- Every spin in the four orders squares to one. -/
theorem spin_sq (o : MagneticOrder) (r : Site m) : spin o r * spin o r = 1 := by
  rcases stagger_eq r.1 with h1 | h1 <;> rcases stagger_eq r.2.1 with h2 | h2 <;>
    rcases stagger_eq r.2.2 with h3 | h3 <;> cases o <;> simp [spin, h1, h2, h3]

variable [NeZero m]

/-- The sum of spin products over all bonds with displacement `d`, one bond starting
at each site. -/
def bondSum (s : Site m → ℤ) (d : Site m) : ℝ :=
  ∑ r, (s r : ℝ) * (s (r + d) : ℝ)

/-- The total energy of a spin configuration; a positive coupling favours
antiparallel spins on its bonds. -/
def energy (K : Couplings) (s : Site m → ℤ) : ℝ :=
  (Fintype.card (Site m) : ℝ) * K.E0
    + K.Jab * (bondSum s (1, 0, 0) + bondSum s (0, 1, 0))
    + K.Jc * bondSum s (0, 0, 1)
    + K.J' * (bondSum s (1, 0, 1) + bondSum s (1, 0, -1)
        + bondSum s (0, 1, 1) + bondSum s (0, 1, -1))

/-- The energy per site of a magnetic order. -/
def energyPerSite (m : ℕ) [NeZero m] (K : Couplings) (o : MagneticOrder) : ℝ :=
  energy K (spin o : Site m → ℤ) / (Fintype.card (Site m) : ℝ)

/-- In each of the four orders, the bond sum for displacement `d` is the number of sites
times the pattern's value at `d`. -/
theorem bondSum_spin (o : MagneticOrder) (d : Site m) :
    bondSum (spin o) d = (Fintype.card (Site m) : ℝ) * (spin o d : ℝ) := by
  -- all bonds with the same displacement contribute equally
  have h : ∀ r : Site m, (spin o r : ℝ) * (spin o (r + d) : ℝ) = (spin o d : ℝ) := by
    intro r
    rw [← Int.cast_mul, spin_add, ← mul_assoc, spin_sq, one_mul]
  unfold bondSum
  rw [Finset.sum_congr rfl (fun r _ => h r), Finset.sum_const, Finset.card_univ,
    nsmul_eq_mul]

/-- The energies per site of the F, A, C and G orders in terms of the couplings. -/
theorem order_energies (m : ℕ) [NeZero m] (K : Couplings) :
    energyPerSite m K .F = K.E0 + 2 * K.Jab + K.Jc + 4 * K.J' ∧
    energyPerSite m K .A = K.E0 + 2 * K.Jab - K.Jc - 4 * K.J' ∧
    energyPerSite m K .C = K.E0 - 2 * K.Jab + K.Jc - 4 * K.J' ∧
    energyPerSite m K .G = K.E0 - 2 * K.Jab - K.Jc + 4 * K.J' := by
  have hN : (Fintype.card (Site m) : ℝ) ≠ 0 := Nat.cast_ne_zero.mpr Fintype.card_ne_zero
  refine ⟨?_, ?_, ?_, ?_⟩ <;>
  · unfold energyPerSite energy
    rw [div_eq_iff hN]
    simp only [bondSum_spin, spin, stagger_zero, stagger_one, stagger_neg]
    push_cast
    ring

/-- Energy mapping: the couplings and the spin-independent energy are recovered from the
energies per site of the F, A, C and G orders. -/
theorem energy_mapping (m : ℕ) [NeZero m] (K : Couplings) :
    let E := energyPerSite m K
    K.Jc = (E .F - E .A + E .C - E .G) / 4 ∧
    K.Jab = (E .F + E .A - E .C - E .G) / 8 ∧
    K.J' = (E .F + E .G - E .A - E .C) / 16 ∧
    K.E0 = (E .F + E .A + E .C + E .G) / 4 := by
  obtain ⟨hF, hA, hC, hG⟩ := order_energies m K
  refine ⟨?_, ?_, ?_, ?_⟩ <;> linarith

/-- The parameters computed from four given energies per site. -/
def fitCouplings (e : MagneticOrder → ℝ) : Couplings where
  E0 := (e .F + e .A + e .C + e .G) / 4
  Jab := (e .F + e .A - e .C - e .G) / 8
  Jc := (e .F - e .A + e .C - e .G) / 4
  J' := (e .F + e .G - e .A - e .C) / 16

/-- A parameter set reproduces four prescribed energies per site exactly when it is
the fitted one. -/
theorem reproduces_iff_eq_fit (m : ℕ) [NeZero m] (K : Couplings) (e : MagneticOrder → ℝ) :
    (∀ o, energyPerSite m K o = e o) ↔ K = fitCouplings e := by
  constructor
  · intro h
    obtain ⟨hc, hab, hd, h0⟩ := energy_mapping m K
    simp only [h] at hc hab hd h0
    exact Couplings.ext h0 hab hc hd
  · rintro rfl o
    obtain ⟨hF, hA, hC, hG⟩ := order_energies m (fitCouplings e)
    simp only [fitCouplings] at hF hA hC hG ⊢
    cases o <;> linarith

/-- The A order lies strictly below the F, C and G orders exactly when three
inequalities between the couplings hold. -/
theorem A_lowest_iff (m : ℕ) [NeZero m] (K : Couplings) :
    (∀ o, o ≠ .A → energyPerSite m K .A < energyPerSite m K o) ↔
      0 < K.Jc + 4 * K.J' ∧ 2 * K.Jab < K.Jc ∧ K.Jab < 2 * K.J' := by
  obtain ⟨hF, hA, hC, hG⟩ := order_energies m K
  constructor
  · intro h
    have h1 := h .F (by decide)
    have h2 := h .C (by decide)
    have h3 := h .G (by decide)
    refine ⟨?_, ?_, ?_⟩ <;> linarith
  · rintro ⟨h1, h2, h3⟩ o ho
    cases o
    · linarith
    · exact absurd rfl ho
    · linarith
    · linarith

/-- The bond sum over the xy face diagonals is twice the number of sites in each of
the four orders. -/
theorem planar_diagonal_sum (o : MagneticOrder) :
    bondSum (spin o : Site m → ℤ) (1, 1, 0) + bondSum (spin o : Site m → ℤ) (1, -1, 0) =
      2 * (Fintype.card (Site m) : ℝ) := by
  rw [bondSum_spin, bondSum_spin]
  cases o <;> simp only [spin, stagger_zero, stagger_one, stagger_neg] <;>
    push_cast <;> ring

end

end PerovskiteEnergyMapping
```

```lean
#print axioms PerovskiteEnergyMapping.order_energies
#print axioms PerovskiteEnergyMapping.reproduces_iff_eq_fit
#print axioms PerovskiteEnergyMapping.A_lowest_iff
#print axioms PerovskiteEnergyMapping.planar_diagonal_sum
```

```
'PerovskiteEnergyMapping.order_energies' depends on axioms: [propext, Classical.choice, Quot.sound]
'PerovskiteEnergyMapping.reproduces_iff_eq_fit' depends on axioms: [propext, Classical.choice, Quot.sound]
'PerovskiteEnergyMapping.A_lowest_iff' depends on axioms: [propext, Classical.choice, Quot.sound]
'PerovskiteEnergyMapping.planar_diagonal_sum' depends on axioms: [propext, Classical.choice, Quot.sound]
```

## Four energies, four parameters

Write $E_F, E_A, E_C, E_G$ for the energies per site of the four orders. The theorem `energy_mapping` says that for every $m \ge 1$ and every choice of parameters,

$$J_c = \frac{E_F - E_A + E_C - E_G}{4}, \qquad J_{ab} = \frac{E_F + E_A - E_C - E_G}{8},$$

$$J' = \frac{E_F + E_G - E_A - E_C}{16}, \qquad E_0 = \frac{E_F + E_A + E_C + E_G}{4}.$$

Here $J_{ab}$ couples nearest neighbours along x and y, $J_c$ couples nearest neighbours along z, and $J'$ acts on the face diagonals that leave the xy plane. The constant $E_0$ is the energy per site that does not depend on the spin arrangement. It stands for everything else that a total energy contains, such as chemical bonding and the electrostatics of the lattice.

The theorem `reproduces_iff_eq_fit` goes in the other direction as well. Given any four real numbers `e`, a parameter set `K` reproduces them as energies per site if and only if `K` is the set `fitCouplings e` computed by the formulas above. A perfect fit to these four energies is therefore always available and is no test of the model. The energy of a further spin arrangement that is not related to these four by symmetry can provide one.

In electronic-structure work, the formulas convert four computed total energies, each divided by the number of magnetic ions in its cell, into exchange couplings, on the assumption that this Ising model with three couplings describes the energies.

## The lattice, the spins and the bonds

A site is a triple $r = (x, y, z)$ of integers modulo $2m$, which is the type `Site m`. It represents a magnetic ion in a periodic cell with $2m$ ions along each axis. The instance `[NeZero m]` expresses $m \ge 1$, so the smallest cell has $2 \times 2 \times 2$ ions.

The function `stagger` gives the alternating sign $\varepsilon(x)$, equal to $1$ for even $x$ and $-1$ for odd $x$. Parity makes sense modulo $2m$ because $2m$ is even; in Lean, this is the ring homomorphism from `ZMod (2 * m)` to `ZMod 2`. The spin $s_o(r)$ in order $o$, written `spin o r`, is

$$s_F = 1, \quad s_A = \varepsilon(z), \quad s_C = \varepsilon(x)\varepsilon(y), \quad s_G = \varepsilon(x)\varepsilon(y)\varepsilon(z).$$

For a displacement $d$, `bondSum s d` is $B_s(d) = \sum_r s(r)\,s(r+d)$, with one bond starting at each site. With $N$ the number of sites, `energy` is

$$\begin{aligned} E = {} & N E_0 + J_{ab}\,[B_s(1,0,0) + B_s(0,1,0)] + J_c\,B_s(0,0,1) \\ & + J'\,[B_s(1,0,1) + B_s(1,0,-1) + B_s(0,1,1) + B_s(0,1,-1)]. \end{aligned}$$

Only forward displacements occur, so each bond of the crystal enters once. That gives two in-plane bonds, one vertical bond and four diagonals per site.

Two conventions are fixed here. A positive coupling favours antiparallel spins, and the spins have values $\pm 1$, so the size of the real moment is absorbed into the couplings. Literature values that refer to a Hamiltonian with the opposite sign, with double counting of pairs or with explicit spin length have to be converted before a comparison.

The model is an idealisation in several respects. Spins are collinear and classical, and the same four parameters are used for all orders. Changes of the crystal structure or of the local moments from one order to another are therefore left out, as are all couplings of longer range.

## Counting bonds by hand

The alternating sign is multiplicative, $\varepsilon(x + x') = \varepsilon(x)\,\varepsilon(x')$, because a sum is odd exactly when one of its two terms is odd and the other even. Each pattern is a product of such signs, so it inherits the property:

$$s_o(r + d) = s_o(r)\,s_o(d).$$

Since $s_o(r)^2 = 1$, every bond with displacement $d$ contributes the same amount,

$$s_o(r)\,s_o(r+d) = s_o(r)^2\,s_o(d) = s_o(d),$$

and the sum over all sites is $B_{s_o}(d) = N s_o(d)$. The energy of an order is thus read off from the values of its pattern at a few displacements:

| Order | $(1,0,0)$, $(0,1,0)$ | $(0,0,1)$ | $(1,0,\pm1)$, $(0,1,\pm1)$ |
|---|---|---|---|
| F | $+1$ | $+1$ | $+1$ |
| A | $+1$ | $-1$ | $-1$ |
| C | $-1$ | $+1$ | $-1$ |
| G | $-1$ | $-1$ | $+1$ |

Multiplying by the number of bonds per site in each column gives

$$\begin{aligned}
E_F &= E_0 + 2J_{ab} + J_c + 4J',\\
E_A &= E_0 + 2J_{ab} - J_c - 4J',\\
E_C &= E_0 - 2J_{ab} + J_c - 4J',\\
E_G &= E_0 - 2J_{ab} - J_c + 4J'.
\end{aligned}$$

To isolate a coupling, one adds the four energies with the signs of its column. In $E_F - E_A + E_C - E_G$, the terms in $E_0$, $J_{ab}$ and $J'$ cancel and $4J_c$ remains. In $E_F + E_A - E_C - E_G$, only $8J_{ab}$ remains, and in $E_F + E_G - E_A - E_C$ only $16J'$. The plain sum leaves $4E_0$. Division gives the mapping.

Conversely, inserting the fitted parameters into the four energy equations returns the prescribed energies. For the F order, for example,

$$E_0 + 2J_{ab} + J_c + 4J' = \tfrac14\big[(E_F+E_A+E_C+E_G) + (E_F+E_A-E_C-E_G) + (E_F-E_A+E_C-E_G) + (E_F+E_G-E_A-E_C)\big] = E_F,$$

and the other three work the same way with the signs of their rows.

## When A order wins, and a coupling that stays hidden

Subtracting the energy of A order from the other three gives

$$E_F - E_A = 2(J_c + 4J'), \quad E_C - E_A = 2(J_c - 2J_{ab}), \quad E_G - E_A = 4(2J' - J_{ab}).$$

All three differences are positive exactly when $J_c + 4J' > 0$, $2J_{ab} < J_c$ and $J_{ab} < 2J'$, which is the content of `A_lowest_iff`. For $J' = 0$, the conditions reduce to $J_c > 0$ and $J_{ab} < 0$: antiferromagnetic coupling between planes and ferromagnetic coupling within them. The comparison is among the four orders only, and a different spin arrangement may lie lower still.

The theorem `planar_diagonal_sum` concerns the face diagonals within the xy plane, which the energy leaves out. At $(1, \pm1, 0)$ every one of the four patterns has the value $+1$: F and A do not vary within the plane, and in C and G the two sign changes cancel. The two bond sums together equal $2N$ in each order. A coupling on these diagonals would shift all four energies per site by the same amount, twice its value, and would end up in the fitted $E_0$.

## How the Lean proof follows the count

The lemma `stagger_add` is the multiplicativity of the alternating sign. After reduction modulo 2 it is a statement about two elements of `ZMod 2`, and `decide` checks the four cases. The lemmas `stagger_zero`, `stagger_one` and `stagger_neg` supply the values needed at the displacements, and `stagger_eq` says that the sign is always $1$ or $-1$.

From these, `spin_add` derives $s_o(r+d) = s_o(r)\,s_o(d)$ for each order, with `ring` rearranging the factors. The lemma `spin_sq` obtains $s_o(r)^2 = 1$ by going through the possible signs along the three axes. The lemma `bondSum_spin` combines the two: its inner statement `h` is the equality of all bonds with the same displacement, and the sum of a constant over all sites then gives $N s_o(d)$.

In `order_energies`, the division by $N$ is cleared using $N \neq 0$, the bond sums are replaced by pattern values, and `ring` confirms each of the four linear expressions. This is the table above, evaluated row by row. The remaining steps are linear algebra over the reals, so `linarith` finds the signed sums in `energy_mapping` and the inequalities in `A_lowest_iff`. In `reproduces_iff_eq_fit`, one direction applies the mapping to the prescribed energies and compares the parameters one by one, while the other inserts the fitted values into `order_energies`. The proof of `planar_diagonal_sum` applies `bondSum_spin` to the two in-plane diagonals and evaluates the pattern in each order.

## Bonds as pairs of sites

The energy could also have been defined as a sum over unordered pairs of neighbouring sites, as for a graph whose edges are the bonds. For $m \ge 2$ this gives the same energy. For $m = 1$ it does not, because a step forward and a step backward along an axis lead to the same site. The two crystal bonds that join such a pair, one inside the cell and one across its boundary, would then count as a single edge, and four diagonal bonds would likewise merge into one.

In the $2 \times 2 \times 2$ cell, the denominators for $J_c$, $J_{ab}$ and $J'$ would become 2, 4 and 4 in place of 4, 8 and 16, and the mapping in its present form would need $m \ge 2$. Summing over displacements keeps the bond count of the infinite crystal, so one set of formulas holds for every cell size.
